# Mixing two N-electron projectors gives the idempotency defect $l(1-l)(P-Q)^2$

## One electron in two orbitals

Put one electron in the first of two orthonormal spin orbitals, or in their normalised sum. The density matrices are

$$
P=\begin{pmatrix}1&0\\0&0\end{pmatrix},\qquad
Q=\frac12\begin{pmatrix}1&1\\1&1\end{pmatrix}.
$$

Both are projectors of trace 1. Their equal mixture is

$$
\tfrac12(P+Q)=\frac14\begin{pmatrix}3&1\\1&1\end{pmatrix},\qquad
\Big[\tfrac12(P+Q)\Big]^2=\frac18\begin{pmatrix}5&2\\2&1\end{pmatrix}.
$$

The trace is still 1, but the matrix minus its square is $\tfrac18 I$, where $I$ is the identity. The occupation numbers, which are the eigenvalues $x$ of the mixture, satisfy $x-x^2=\tfrac18$, so $x=\tfrac12(1\pm\tfrac1{\sqrt2})$, about 0.85 and 0.15. Mixing has kept the electron count and made the occupations fractional.

Two spin orbitals are the fewest that show this. With a single spin orbital, the trace already fixes the projector, so $P=Q$.

## Densities between two determinants

In an orthonormal spin-orbital basis, a single determinant of $N$ electrons has a density matrix $P$ with $P^\dagger=P$, $P^2=P$ and $\operatorname{tr}P=N$. A self-consistent-field step with density damping replaces it by

$$
D_l=lP+(1-l)Q,\qquad 0\le l\le 1,
$$

where $Q$ is a second density of the same kind. Write $\Delta(X)=X-X^2$ for the idempotency defect of a matrix $X$. The trace of the mixture is immediate: $\operatorname{tr}D_l=lN+(1-l)N=N$.

The optimal damping algorithm chooses $l$ by minimising an energy along such a segment; after its first step one end can be a fractional density, a case treated below. The results here concern the segment itself and hold however $l$ is chosen within the range given for each; they contain no energy functional and no convergence claim.

## The defect of a mixture

For arbitrary square matrices $A$ and $B$,

$$
\big(lA+(1-l)B\big)^2=l^2A^2+l(1-l)(AB+BA)+(1-l)^2B^2 .
$$

Since $l^2=l-l(1-l)$ and $(1-l)^2=(1-l)-l(1-l)$, the right-hand side equals

$$
lA^2+(1-l)B^2-l(1-l)\big(A^2-AB-BA+B^2\big),
$$

and the last bracket is $(A-B)^2$. Subtracting from $lA+(1-l)B$ gives

$$
\Delta\big(lA+(1-l)B\big)=l\,\Delta(A)+(1-l)\,\Delta(B)+l(1-l)(A-B)^2 .
$$

For projectors $\Delta(P)=\Delta(Q)=0$, so $\Delta(D_l)=l(1-l)(P-Q)^2$. The matrix $M=P-Q$ is Hermitian, hence $x^\dagger M^2x=\|Mx\|^2\ge0$ for every vector $x$. With $l(1-l)\ge0$, the defect is positive semidefinite.

## When the mixture is again a determinant

After a strictly partial step between two different determinants, the density carried along is already fractional. Let $D$ be this running density, Hermitian with $\Delta(D)$ positive semidefinite. An eigenvalue $d$ of $D$ then obeys $d-d^2\ge0$, that is $0\le d\le1$: the condition is the Pauli bound on occupations.

Mix in a projector $P$ with $0<l<1$. If $lP+(1-l)D$ is idempotent, the identity reads

$$
0=(1-l)\,\Delta(D)+l(1-l)(P-D)^2 .
$$

Both terms have nonnegative trace, so both traces vanish. As $l(1-l)>0$,

$$
0=\operatorname{tr}(P-D)^2=\sum_{i,j}|P_{ij}-D_{ij}|^2,
$$

and $P=D$. Conversely, if $P=D$, the mixture is $P$, which is idempotent. Taking $D=Q$ gives the statement for two projectors.

At the endpoints the equivalence fails for distinct projectors: $D_0=Q$ and $D_1=P$ are idempotent although $P\ne Q$.

For calculations in a finite orthonormal basis, this means that a strictly partial step from a density within the Pauli bound towards a different determinant never lands on a determinant. The mixed density has some occupations strictly between 0 and 1.

## The size of the defect

Return to two $N$-electron projectors $P$ and $Q$. Expanding the square and using $\operatorname{tr}QP=\operatorname{tr}PQ$,

$$
\operatorname{tr}\Delta(D_l)=l(1-l)\operatorname{tr}(P-PQ-QP+Q)=2l(1-l)\,(N-\operatorname{tr}PQ).
$$

In the two-orbital example $\operatorname{tr}PQ=\tfrac12$, and $l=\tfrac12$ gives $\tfrac14=\operatorname{tr}(\tfrac18I)$.

There is also a bound independent of $l$. Because $\tfrac14-l(1-l)=(l-\tfrac12)^2$,

$$
\tfrac14(P-Q)^2-\Delta(D_l)=(l-\tfrac12)^2(P-Q)^2,
$$

which is positive semidefinite. Equal mixing attains the bound.

## Densities and hypotheses in Lean

A density is a `Matrix n n ℂ`, with `n` a finite index type of spin orbitals. `IsProjector P N` bundles the three determinant conditions, with `N` a natural number. The basis is orthonormal by convention: idempotency is `P * P = P`, with no overlap matrix. `damp l P Q` is $D_l$, with `l` real, and `defect` is $\Delta$.

The theorem `optimal_damping` is named after the algorithm but optimises nothing. It assumes `0 ≤ l`, `l ≤ 1` and two projectors with the same `N`. Its four conclusions are the trace, the formula for the defect, its positive semidefiniteness, and the equivalence under the additional strict bounds. The formula, the trace of the defect and the quarter bound need no restriction on `l`, but all three assume that `P` and `Q` are projectors with the same `N`.

In `running_density_idempotent_iff`, the Pauli bound enters as the hypothesis `(defect D).PosSemidef`, and no trace condition is imposed on either matrix. The final theorem, `optimal_damping_witness`, checks the opening example, with $P$ as `siteP` and $Q$ as `bondP`.

```lean
import Mathlib

open Matrix
open scoped ComplexOrder

namespace OptimalDamping

noncomputable section

variable {n : Type*} [Fintype n]

/-- A one-determinant density matrix for `N` electrons in an orthonormal spin-orbital basis:
Hermitian, idempotent and of trace `N`. -/
structure IsProjector (P : Matrix n n ℂ) (N : ℕ) : Prop where
  herm : P.IsHermitian
  idem : P * P = P
  trace_eq : P.trace = (N : ℂ)

/-- The damped density `l P + (1 - l) Q`. -/
def damp (l : ℝ) (P Q : Matrix n n ℂ) : Matrix n n ℂ := l • P + (1 - l) • Q

/-- The idempotency defect `D - D²` of a density matrix. -/
def defect (D : Matrix n n ℂ) : Matrix n n ℂ := D - D * D

/-- The defect of a mixture of any two matrices is the mixture of their defects plus
`l (1 - l)` times the square of their difference. -/
theorem defect_damp (l : ℝ) (A B : Matrix n n ℂ) :
    defect (damp l A B) = l • defect A + (1 - l) • defect B
      + (l * (1 - l)) • ((A - B) * (A - B)) := by
  simp only [defect, damp, add_mul, mul_add, sub_mul, mul_sub, smul_mul_assoc,
    mul_smul_comm]
  module

/-- A nonnegative multiple of the square of a Hermitian matrix is positive semidefinite. -/
theorem smul_sq_posSemidef {c : ℝ} (hc : 0 ≤ c) {M : Matrix n n ℂ} (hM : M.IsHermitian) :
    (c • (M * M)).PosSemidef := by
  -- write the matrix as `Xᴴ X` with `X = √c M`
  have h := posSemidef_conjTranspose_mul_self (Real.sqrt c • M)
  rwa [conjTranspose_smul, star_trivial, hM.eq, smul_mul_assoc, mul_smul_comm, smul_smul,
    Real.mul_self_sqrt hc] at h

/-- Mix an idempotent Hermitian `P` into a Hermitian running density `D` whose defect is
positive semidefinite, with `0 < l < 1`: the result is idempotent exactly when `P = D`. -/
theorem running_density_idempotent_iff {l : ℝ} (h0 : 0 < l) (h1 : l < 1)
    {P D : Matrix n n ℂ} (hP : P.IsHermitian) (hPP : P * P = P)
    (hD : D.IsHermitian) (hdef : (defect D).PosSemidef) :
    damp l P D * damp l P D = damp l P D ↔ P = D := by
  constructor
  · intro h
    have e := defect_damp l P D
    have z : defect (damp l P D) = 0 := sub_eq_zero.mpr h.symm
    have p : defect P = 0 := sub_eq_zero.mpr hPP.symm
    rw [z, p, smul_zero, zero_add] at e
    -- two positive semidefinite terms add up to zero, so both traces vanish
    have t := congrArg (fun X : Matrix n n ℂ => X.trace.re) e
    simp only [Matrix.trace_add, Matrix.trace_smul, Matrix.trace_zero, Complex.add_re,
      Complex.smul_re, Complex.zero_re, smul_eq_mul] at t
    have a := (Complex.nonneg_iff.mp hdef.trace_nonneg).1
    have hsq := smul_sq_posSemidef (zero_le_one' ℝ) (hP.sub hD)
    rw [one_smul] at hsq
    have b := Complex.nonneg_iff.mp hsq.trace_nonneg
    have hl : 0 < l * (1 - l) := mul_pos h0 (by linarith)
    have ha := mul_nonneg (by linarith : (0 : ℝ) ≤ 1 - l) a
    have hb := mul_nonneg hl.le b.1
    have hz : l * (1 - l) * ((P - D) * (P - D)).trace.re = 0 := by linarith
    have hre := (mul_eq_zero.mp hz).resolve_left hl.ne'
    -- the trace of `(P - D)²` is the squared Frobenius norm of `P - D`
    have htr : ((P - D)ᴴ * (P - D)).trace = 0 := by
      rw [(hP.sub hD).eq]
      exact Complex.ext hre b.2.symm
    exact sub_eq_zero.mp (trace_conjTranspose_mul_self_eq_zero_iff.mp htr)
  · intro h
    subst h
    have hd : damp l P P = P := by
      unfold damp
      module
    rw [hd, hPP]

/-- For two projectors the defect of the damped density is `l (1 - l) (P - Q)²`. -/
theorem defect_damp_projectors (l : ℝ) {N : ℕ} {P Q : Matrix n n ℂ}
    (hP : IsProjector P N) (hQ : IsProjector Q N) :
    defect (damp l P Q) = (l * (1 - l)) • ((P - Q) * (P - Q)) := by
  have p : defect P = 0 := sub_eq_zero.mpr hP.idem.symm
  have q : defect Q = 0 := sub_eq_zero.mpr hQ.idem.symm
  rw [defect_damp, p, q, smul_zero, smul_zero, zero_add, zero_add]

/-- Damping between two `N`-electron projectors keeps the trace `N` and gives the positive
semidefinite defect `l (1 - l) (P - Q)²`; for `0 < l < 1` the damped density is idempotent
exactly when `P = Q`. -/
theorem optimal_damping {l : ℝ} (h0 : 0 ≤ l) (h1 : l ≤ 1) {N : ℕ} {P Q : Matrix n n ℂ}
    (hP : IsProjector P N) (hQ : IsProjector Q N) :
    (damp l P Q).trace = (N : ℂ) ∧
    defect (damp l P Q) = (l * (1 - l)) • ((P - Q) * (P - Q)) ∧
    (defect (damp l P Q)).PosSemidef ∧
    (0 < l → l < 1 → (damp l P Q * damp l P Q = damp l P Q ↔ P = Q)) := by
  refine ⟨?_, defect_damp_projectors l hP hQ, ?_, ?_⟩
  · rw [damp, Matrix.trace_add, Matrix.trace_smul, Matrix.trace_smul, hP.trace_eq,
      hQ.trace_eq, Complex.real_smul, Complex.real_smul]
    push_cast
    ring
  · rw [defect_damp_projectors l hP hQ]
    exact smul_sq_posSemidef (mul_nonneg h0 (by linarith)) (hP.herm.sub hQ.herm)
  · intro hl hl'
    -- a projector is a running density with zero defect
    have q : defect Q = 0 := sub_eq_zero.mpr hQ.idem.symm
    exact running_density_idempotent_iff hl hl' hP.herm hP.idem hQ.herm
      (by rw [q]; exact Matrix.PosSemidef.zero)

/-- For two `N`-electron projectors the trace of the defect of the damped density is `2 l (1 - l) (N
- tr PQ)`. -/
theorem trace_defect (l : ℝ) {N : ℕ} {P Q : Matrix n n ℂ}
    (hP : IsProjector P N) (hQ : IsProjector Q N) :
    (defect (damp l P Q)).trace = 2 * (l : ℂ) * (1 - (l : ℂ)) * ((N : ℂ) - (P * Q).trace) := by
  have e : (P - Q) * (P - Q) = P - P * Q - (Q * P - Q) := by
    rw [sub_mul, mul_sub, mul_sub, hP.idem, hQ.idem]
  rw [defect_damp_projectors l hP hQ, e, Matrix.trace_smul, Matrix.trace_sub,
    Matrix.trace_sub, Matrix.trace_sub, Matrix.trace_mul_comm Q P, hP.trace_eq,
    hQ.trace_eq, Complex.real_smul]
  push_cast
  ring

/-- In the semidefinite order the defect of a damped density is at most `(P - Q)² / 4`. -/
theorem defect_le_quarter (l : ℝ) {N : ℕ} {P Q : Matrix n n ℂ}
    (hP : IsProjector P N) (hQ : IsProjector Q N) :
    ((1 / 4 : ℝ) • ((P - Q) * (P - Q)) - defect (damp l P Q)).PosSemidef := by
  -- the remaining coefficient is the perfect square `(l - 1/2)²`
  have c : (1 / 4 : ℝ) - l * (1 - l) = (l - 1 / 2) ^ 2 := by ring
  rw [defect_damp_projectors l hP hQ, ← sub_smul, c]
  exact smul_sq_posSemidef (sq_nonneg _) (hP.herm.sub hQ.herm)

/-- The projector on the first of two orbitals. -/
def siteP : Matrix (Fin 2) (Fin 2) ℂ := !![1, 0; 0, 0]

/-- The projector on the normalised sum of the two orbitals. -/
def bondP : Matrix (Fin 2) (Fin 2) ℂ := !![1 / 2, 1 / 2; 1 / 2, 1 / 2]

/-- `siteP` and `bondP` are one-electron projectors, and their equal mixture has defect
`1/8` times the identity. -/
theorem optimal_damping_witness :
    IsProjector siteP 1 ∧ IsProjector bondP 1 ∧
    defect (damp (1 / 2) siteP bondP) = (1 / 8 : ℝ) • (1 : Matrix (Fin 2) (Fin 2) ℂ) := by
  have hs : IsProjector siteP 1 := by
    refine ⟨Matrix.IsHermitian.ext fun i j => ?_, ?_, ?_⟩
    · fin_cases i <;> fin_cases j <;> norm_num [siteP]
    · ext i j
      fin_cases i <;> fin_cases j <;> norm_num [siteP, Matrix.mul_apply, Fin.sum_univ_two]
    · norm_num [siteP, Matrix.trace_fin_two]
  have hb : IsProjector bondP 1 := by
    refine ⟨Matrix.IsHermitian.ext fun i j => ?_, ?_, ?_⟩
    · fin_cases i <;> fin_cases j <;> norm_num [bondP]
    · ext i j
      fin_cases i <;> fin_cases j <;> norm_num [bondP, Matrix.mul_apply, Fin.sum_univ_two]
    · norm_num [bondP, Matrix.trace_fin_two]
  refine ⟨hs, hb, ?_⟩
  rw [defect_damp_projectors _ hs hb]
  ext i j
  fin_cases i <;> fin_cases j <;>
    norm_num [siteP, bondP, Matrix.mul_apply, Fin.sum_univ_two, Complex.real_smul]

end

end OptimalDamping
```

```lean
#print axioms OptimalDamping.defect_damp_projectors
#print axioms OptimalDamping.optimal_damping
#print axioms OptimalDamping.trace_defect
#print axioms OptimalDamping.defect_le_quarter
```

```
'OptimalDamping.defect_damp_projectors' depends on axioms: [propext, Classical.choice, Quot.sound]
'OptimalDamping.optimal_damping' depends on axioms: [propext, Classical.choice, Quot.sound]
'OptimalDamping.trace_defect' depends on axioms: [propext, Classical.choice, Quot.sound]
'OptimalDamping.defect_le_quarter' depends on axioms: [propext, Classical.choice, Quot.sound]
```

## From the identity to the equivalence

`defect_damp` is the identity for arbitrary $A$ and $B$. `defect_damp_projectors` specialises it by setting both individual defects to zero.

`smul_sq_posSemidef` proves positivity by factorisation. For $c\ge0$ and Hermitian $M$, it sets $X=\sqrt c\,M$ and rewrites $X^\dagger X$ as $cM^2$; Mathlib knows that $X^\dagger X$ is positive semidefinite. The main theorem uses this with $c=l(1-l)$, and `defect_le_quarter` with $c=(l-\tfrac12)^2$.

The forward half of `running_density_idempotent_iff` follows the trace argument. The equation `e` is the identity with the defects of the mixture and of $P$ removed, and `t` is the real part of its trace. The facts `ha` and `hb` say that the two contributions are nonnegative, so `linarith` obtains `hz`, the vanishing of the second. Dividing out the positive factor $l(1-l)$ leaves $\operatorname{Re}\operatorname{tr}(P-D)^2=0$. Positivity also supplies a zero imaginary part, so the complex trace is zero. Finally, `trace_conjTranspose_mul_self_eq_zero_iff` turns a vanishing $\operatorname{tr}X^\dagger X$ into $X=0$, here with $X=P-D$.

`optimal_damping` assembles these results, treating $Q$ as a running density with zero defect. `trace_defect` expands $(P-Q)^2$ and uses the cyclic property of the trace. The two-orbital theorem is checked entry by entry.

## How `module` compares the coefficients

The expansion in `defect_damp` mixes real coefficients with matrices that need not commute. The `simp only` step multiplies out the products and moves the scalars to the front. Both sides are then linear combinations of `A`, `B`, `A * A`, `A * B`, `B * A` and `B * B`.

The tactic `module` treats these six matrices as separate symbols and compares their coefficients, which are polynomials in the real number `l`. For `A * A`, for instance, it must confirm $-l^2=-l+l(1-l)$. Commutative algebra is used only for the coefficients; `A * B` and `B * A` remain distinct, so the identity holds for matrices that do not commute.
